# Below the absorption edge, the moment-matched single-oscillator formula never exceeds a band's dispersion

## A transparent crystal seen from below its edge

Consider an idealised crystal, optically isotropic and non-magnetic, whose only absorption is electronic and begins at an edge; absorption by lattice vibrations is left out. Light with photon energy \(E\) below the edge is not absorbed, yet it is refracted, and the refractive index \(n\) rises as \(E\) approaches the edge. The absorption at higher energies causes this rise. If \(\varepsilon_2(x)\) is the imaginary part of the dielectric function at photon energy \(x\), and all absorption lies in a band \([a,b]\), the Kramers–Kronig relation gives \(n^2-1=S(E)\), with

\[
S(E)=\frac{2}{\pi}\int_a^b \frac{x\,\varepsilon_2(x)}{x^2-E^2}\,dx .
\]

Index data are often summarised by a single oscillator, \(E_dE_0/(E_0^2-E^2)\), with an oscillator energy \(E_0\) and a dispersion energy \(E_d\). If both parameters are computed from the absorption band, on which side of \(S(E)\) does the formula fall?

## Moments, oscillator parameters and three claims

Let \(0<a<b\), and let \(\varepsilon_2\) be continuous, nonnegative and not identically zero on \([a,b]\). Define

\[
M_r=\frac{2}{\pi}\int_a^b x^r\varepsilon_2(x)\,dx,\qquad E_0^2=\frac{M_{-1}}{M_{-3}},\qquad E_d=M_{-1}E_0 .
\]

In Lean, the conditions on the band are the fields of `AbsorptionBand eps a b`. Nonnegativity stands for a passive medium, which absorbs and does not amplify. The function `weighted` integrates the absorption against any weight with the prefactor \(2/\pi\); `moment` and `dispersion` are its values for \(x^r\) and \(x/(x^2-E^2)\). The parameters \(E_0\) and \(E_d\) are `oscillatorEnergy` and `dispersionEnergy`.

The main theorems say:

- `oscillatorEnergy_mem`: \(a\le E_0\le b\).
- `cauchy_series`: for \(0\le E<a\), the series \(\sum_{k\ge0}M_{-2k-1}E^{2k}\) converges to \(S(E)\).
- `single_oscillator_bound`: for \(0\le E<a\), \(E_dE_0/(E_0^2-E^2)\le S(E)\).

A further theorem, `single_oscillator_error`, gives the difference in the last inequality exactly.

The Kramers–Kronig integral enters as the definition of \(S\); it is not derived from causality, and its identification with \(n^2-1\) is physical input. The band has a finite upper edge, and continuity excludes sharp lines and jumps inside it. The bound is stated with \(\le\), without a claim of strictness for \(E>0\).

## Where the oscillator energy lies

Since \(\varepsilon_2\) is continuous and positive somewhere, it is positive on a small interval, so every \(M_r\) is positive. On the band \((x^2-a^2)/x^3\ge0\). Integrating this against \(\varepsilon_2\) gives \(M_{-1}-a^2M_{-3}\ge0\), that is, \(E_0^2\ge a^2\). The weight \((b^2-x^2)/x^3\) gives \(E_0^2\le b^2\) in the same way. In particular \(E_0\ge a>E\), so the denominator \(E_0^2-E^2\) is positive.

## The Cauchy series

For \(x\ge a>E\) the ratio \(E/x\) is below 1, and the geometric series gives

\[
\frac{x}{x^2-E^2}=\frac1x\,\frac{1}{1-(E/x)^2}=\sum_{k\ge0}\frac{E^{2k}}{x^{2k+1}} .
\]

Let \(C\) be a bound for \(\varepsilon_2\) on the band. After multiplication by \(\varepsilon_2\), the \(k\)-th term is at most \(a^{-1}(E/a)^{2k}C\), which is summable and independent of \(x\). Sum and integral may therefore be exchanged, and the \(k\)-th integral, with its prefactor, is \(M_{-2k-1}E^{2k}\).

## The error as a square

Write \(s=x^2-E^2\) and \(t=E_0^2-E^2\), both positive, so that \(s-t=x^2-E_0^2\). Two identities are needed:

\[
\frac{x^4}{s}=x^2+E^2+\frac{E^4}{s},\qquad
\frac1s=\frac1t-\frac{s-t}{t^2}+\frac{(s-t)^2}{s\,t^2}.
\]

Inserting the second into the first and dividing by \(x^3\) gives

\[
\frac{x}{x^2-E^2}=\frac{1}{x^3}\left[x^2+E^2+\frac{E^4}{t}-\frac{E^4}{t^2}(x^2-E_0^2)\right]+\frac{E^4}{t^2}\,\frac{(x^2-E_0^2)^2}{x^3(x^2-E^2)} .
\]

Now integrate against \((2/\pi)\varepsilon_2\). The term linear in \(x^2-E_0^2\) gives a multiple of \(M_{-1}-E_0^2M_{-3}=0\). The rest of the bracket gives

\[
M_{-3}\left(E_0^2+E^2+\frac{E^4}{t}\right)=\frac{M_{-3}E_0^4}{t}=\frac{M_{-1}E_0^2}{t}=\frac{E_dE_0}{E_0^2-E^2}.
\]

Hence

\[
S(E)-\frac{E_dE_0}{E_0^2-E^2}=\frac{E^4}{(E_0^2-E^2)^2}\;\frac2\pi\int_a^b\frac{(x^2-E_0^2)^2}{x^3(x^2-E^2)}\,\varepsilon_2(x)\,dx\;\ge\;0 .
\]

At \(E=0\) both the formula and \(S\) equal \(M_{-1}\).

The place to go wrong is the choice of average. \(E_0^2\) is the mean of \(x^2\) with weight \(\varepsilon_2/x^3\). The mean with weight \(\varepsilon_2/x\) is \(M_1/M_{-1}\), in general a different number, and expanding about it leaves a linear term that does not integrate to zero here.

## From a computed spectrum to the two parameters

For a linear-response model with a single bounded absorption band, the result tells anyone who computes \(\varepsilon_2\) from electronic structure what the single-oscillator summary with moment-matched parameters does to the index: below the edge, it never overestimates the \(n^2-1\) produced by that band. In code, \(M_{-1}\) and \(M_{-3}\) are two weighted sums over the energy grid, and \(E_0\) and \(E_d\) follow without a fit. The pointwise identity above can be summed as well as integrated, so the inequality should also hold, up to rounding, when \(S\) and the moments use the same grid and the same positive quadrature weights, provided that every grid point with nonzero \(\varepsilon_2\) lies above \(E\). Under that condition a violation points to a bug or to negative values of \(\varepsilon_2\). Artificial broadening of a computed spectrum can break the condition by leaving a tail of absorption below \(E\). Parameters fitted to index data over a range of energies generally differ from the moment values, and the bound does not apply to them.

## The Lean file

```lean
import Mathlib

open Set MeasureTheory

namespace SingleOscillatorDispersion

noncomputable section

/-- An absorption spectrum `eps` on the band `[a, b]` of positive photon energies:
continuous, nonnegative and not identically zero there. -/
structure AbsorptionBand (eps : ℝ → ℝ) (a b : ℝ) : Prop where
  a_pos : 0 < a
  a_lt_b : a < b
  cont : ContinuousOn eps (Icc a b)
  nonneg : ∀ x ∈ Icc a b, 0 ≤ eps x
  nonzero : ∃ x ∈ Icc a b, eps x ≠ 0

/-- The absorption integrated over the band with weight `g`, with prefactor `2/π`. -/
def weighted (eps : ℝ → ℝ) (a b : ℝ) (g : ℝ → ℝ) : ℝ :=
  2 / Real.pi * ∫ x in a..b, g x * eps x

/-- The spectral moment `M_r` of the absorption, for a band of positive energies. -/
def moment (eps : ℝ → ℝ) (a b : ℝ) (r : ℤ) : ℝ := weighted eps a b (fun x => x ^ r)

/-- The Kramers–Kronig dispersion `S(E)` produced by the band, for `0 ≤ E < a`. -/
def dispersion (eps : ℝ → ℝ) (a b E : ℝ) : ℝ :=
  weighted eps a b (fun x => x / (x ^ 2 - E ^ 2))

/-- The oscillator energy `E0`, with `E0² = M₋₁ / M₋₃`, for an absorption band. -/
def oscillatorEnergy (eps : ℝ → ℝ) (a b : ℝ) : ℝ :=
  √(moment eps a b (-1) / moment eps a b (-3))

/-- The dispersion energy `Ed = M₋₁ E0` of an absorption band. -/
def dispersionEnergy (eps : ℝ → ℝ) (a b : ℝ) : ℝ :=
  moment eps a b (-1) * oscillatorEnergy eps a b

variable {eps : ℝ → ℝ} {a b E : ℝ}

private lemma gap_pos (hE : 0 ≤ E) (hEa : E < a) {x : ℝ} (hx : a ≤ x) :
    0 < x ^ 2 - E ^ 2 := by nlinarith

private lemma weighted_nonneg (h : AbsorptionBand eps a b) {g : ℝ → ℝ}
    (hg : ∀ x ∈ Icc a b, 0 ≤ g x) : 0 ≤ weighted eps a b g :=
  mul_nonneg (div_pos two_pos Real.pi_pos).le (intervalIntegral.integral_nonneg h.a_lt_b.le
    fun x hx => mul_nonneg (hg x hx) (h.nonneg x hx))

private lemma cont_zpow (h : AbsorptionBand eps a b) (r : ℤ) :
    ContinuousOn (fun x : ℝ => x ^ r) (Icc a b) :=
  continuousOn_id.zpow₀ r (fun _ hx => Or.inl (h.a_pos.trans_le hx.1).ne')

/-- Every spectral moment of an absorption band is positive. -/
theorem moment_pos (h : AbsorptionBand eps a b) (r : ℤ) : 0 < moment eps a b r := by
  obtain ⟨c, hc, hc0⟩ := h.nonzero
  have hx : ∀ x ∈ Icc a b, 0 < x ^ r := fun x hx => zpow_pos (h.a_pos.trans_le hx.1) r
  exact mul_pos (div_pos two_pos Real.pi_pos) (intervalIntegral.integral_pos h.a_lt_b
    ((cont_zpow h r).mul h.cont)
    (fun x hm => mul_nonneg (hx x (Ioc_subset_Icc_self hm)).le
      (h.nonneg x (Ioc_subset_Icc_self hm)))
    ⟨c, hc, mul_pos (hx c hc) (lt_of_le_of_ne (h.nonneg c hc) (Ne.symm hc0))⟩)

/-- If a weight equals `A/x + B/x³ + C g(x)` on the band, with `g` continuous, its weighted
absorption is `A M₋₁ + B M₋₃` plus `C` times that of `g`. -/
theorem weighted_split (h : AbsorptionBand eps a b) {f g : ℝ → ℝ} (A B C : ℝ)
    (hg : ContinuousOn g (Icc a b))
    (hf : ∀ x ∈ Icc a b, f x = (A * x ^ 2 + B) / x ^ 3 + C * g x) :
    weighted eps a b f = A * moment eps a b (-1) + B * moment eps a b (-3)
      + C * weighted eps a b g := by
  have hi : ∀ (c : ℝ) (u : ℝ → ℝ), ContinuousOn u (Icc a b) →
      IntervalIntegrable (fun x => c * (u x * eps x)) volume a b := fun c u hu =>
    (ContinuousOn.intervalIntegrable_of_Icc h.a_lt_b.le (hu.mul h.cont)).const_mul c
  have h1 : IntervalIntegrable (fun x => A * (x ^ (-1 : ℤ) * eps x)) volume a b :=
    hi A _ (cont_zpow h (-1))
  have h3 : IntervalIntegrable (fun x => B * (x ^ (-3 : ℤ) * eps x)) volume a b :=
    hi B _ (cont_zpow h (-3))
  have h13 : IntervalIntegrable (fun x => A * (x ^ (-1 : ℤ) * eps x)
      + B * (x ^ (-3 : ℤ) * eps x)) volume a b := h1.add h3
  have key : ∫ x in a..b, f x * eps x = A * (∫ x in a..b, x ^ (-1 : ℤ) * eps x)
      + B * (∫ x in a..b, x ^ (-3 : ℤ) * eps x) + C * ∫ x in a..b, g x * eps x := by
    rw [← intervalIntegral.integral_const_mul, ← intervalIntegral.integral_const_mul,
      ← intervalIntegral.integral_const_mul, ← intervalIntegral.integral_add h1 h3,
      ← intervalIntegral.integral_add h13 (hi C g hg)]
    refine intervalIntegral.integral_congr fun x hx => ?_
    rw [uIcc_of_le h.a_lt_b.le] at hx
    have hx0 : x ≠ 0 := (h.a_pos.trans_le hx.1).ne'
    have hz : x ^ (-3 : ℤ) = (x ^ 3)⁻¹ := by
      rw [zpow_neg]
      norm_cast
    have hs : A * x⁻¹ + B * (x ^ 3)⁻¹ = (A * x ^ 2 + B) / x ^ 3 := by field_simp
    rw [hf x hx, zpow_neg_one, hz, ← hs]
    ring
  simp only [moment, weighted]
  linear_combination (2 / Real.pi) * key

/-- The oscillator energy lies within the absorption band. -/
theorem oscillatorEnergy_mem (h : AbsorptionBand eps a b) :
    oscillatorEnergy eps a b ∈ Icc a b := by
  have ha := h.a_pos
  have hM := moment_pos h (-3)
  -- a weight (s x² + c)/x³ of fixed sign compares the two moments
  have hcmp : ∀ s c : ℝ, (∀ x ∈ Icc a b, 0 ≤ s * x ^ 2 + c) →
      0 ≤ s * moment eps a b (-1) + c * moment eps a b (-3) := by
    intro s c hs
    have h0 := weighted_nonneg h (g := fun x => (s * x ^ 2 + c) / x ^ 3)
      fun x hx => div_nonneg (hs x hx) (pow_nonneg (ha.le.trans hx.1) 3)
    rw [weighted_split h (f := fun x => (s * x ^ 2 + c) / x ^ 3) (g := fun _ => 0) s c 0
      continuousOn_const (fun x _ => by ring)] at h0
    linarith
  have h1 := hcmp 1 (-a ^ 2) fun x hx => by nlinarith [hx.1]
  have h2 := hcmp (-1) (b ^ 2) fun x hx => by nlinarith [hx.1, hx.2]
  exact ⟨(Real.le_sqrt' ha).2 ((le_div_iff₀ hM).2 (by linarith)),
    Real.sqrt_le_iff.2 ⟨(ha.trans h.a_lt_b).le, (div_le_iff₀ hM).2 (by linarith)⟩⟩

/-- Below the absorption edge, `0 ≤ E < a`, the dispersion is the sum of the Cauchy series
`∑ M₋₂ₖ₋₁ E²ᵏ`. -/
theorem cauchy_series (h : AbsorptionBand eps a b) (hE : 0 ≤ E) (hEa : E < a) :
    HasSum (fun k : ℕ => moment eps a b (-(2 * (k : ℤ) + 1)) * E ^ (2 * k))
      (dispersion eps a b E) := by
  have ha := h.a_pos
  obtain ⟨C, hC⟩ := isCompact_Icc.exists_bound_of_continuousOn h.cont
  have hne : ∀ x ∈ Icc a b, x ≠ 0 := fun x hx => (ha.trans_le hx.1).ne'
  have hratio : ∀ x, a ≤ x → (E / x) ^ 2 < 1 := fun x hx => by
    have hx0 := ha.trans_le hx
    rw [div_pow, div_lt_one (by positivity)]
    linarith [gap_pos hE hEa hx]
  -- integrate the geometric series term by term
  have H : HasSum (fun k : ℕ => ∫ x in a..b, x⁻¹ * ((E / x) ^ 2) ^ k * eps x)
      (∫ x in a..b, x / (x ^ 2 - E ^ 2) * eps x) := by
    refine intervalIntegral.hasSum_integral_of_dominated_convergence
      (fun k _ => a⁻¹ * ((E / a) ^ 2) ^ k * C) (fun k => ?_)
      (fun k => Filter.Eventually.of_forall fun x hx => ?_)
      (Filter.Eventually.of_forall fun _ _ => ((summable_geometric_of_lt_one (sq_nonneg _)
        (hratio a le_rfl)).mul_left _).mul_right _)
      intervalIntegrable_const (Filter.Eventually.of_forall fun x hx => ?_)
    all_goals rw [uIoc_of_le h.a_lt_b.le] at *
    · have hc : ContinuousOn (fun x => x⁻¹ * ((E / x) ^ 2) ^ k * eps x) (Icc a b) :=
        ((continuousOn_id.inv₀ hne).mul
          (((continuousOn_const.div continuousOn_id hne).pow 2).pow k)).mul h.cont
      exact (hc.mono Ioc_subset_Icc_self).aestronglyMeasurable measurableSet_Ioc
    · have hax : a ≤ x := hx.1.le
      have hx0 := ha.trans_le hax
      have hCx := hC x (Ioc_subset_Icc_self hx)
      have hn : 0 ≤ x⁻¹ * ((E / x) ^ 2) ^ k := by positivity
      rw [norm_mul, Real.norm_of_nonneg hn]
      gcongr
    · have hx0 : x ≠ 0 := (ha.trans hx.1).ne'
      have hd := (gap_pos hE hEa hx.1.le).ne'
      have h1 : 1 - (E / x) ^ 2 = (x ^ 2 - E ^ 2) / x ^ 2 := by field_simp
      have hv : x / (x ^ 2 - E ^ 2) = x⁻¹ * (1 - (E / x) ^ 2)⁻¹ := by
        rw [h1]
        field_simp
      rw [hv]
      exact ((hasSum_geometric_of_lt_one (sq_nonneg _) (hratio x hx.1.le)).mul_left _).mul_right _
  have hterm : (fun k : ℕ => moment eps a b (-(2 * (k : ℤ) + 1)) * E ^ (2 * k))
      = fun k : ℕ => 2 / Real.pi * ∫ x in a..b, x⁻¹ * ((E / x) ^ 2) ^ k * eps x := by
    funext k
    unfold moment weighted
    rw [mul_assoc, ← intervalIntegral.integral_mul_const]
    congr 1
    refine intervalIntegral.integral_congr fun x hx => ?_
    rw [uIcc_of_le h.a_lt_b.le] at hx
    have hx0 := hne x hx
    have hk : (2 * (k : ℤ) + 1) = ((2 * k + 1 : ℕ) : ℤ) := by push_cast; ring
    have hp : x ^ (-(2 * (k : ℤ) + 1)) * E ^ (2 * k) = x⁻¹ * ((E / x) ^ 2) ^ k := by
      rw [hk, zpow_neg, zpow_natCast, ← pow_mul, div_pow, pow_succ]
      field_simp
    beta_reduce
    rw [← hp]
    ring
  rw [hterm]
  exact H.mul_left _

/-- For an absorption band and `0 ≤ E < a`, the dispersion minus its single-oscillator form equals
`E⁴/(E0² - E²)²` times the absorption weighted with `(x² - E0²)²/(x³(x² - E²))`. -/
theorem single_oscillator_error (h : AbsorptionBand eps a b) (hE : 0 ≤ E) (hEa : E < a) :
    dispersion eps a b E - dispersionEnergy eps a b * oscillatorEnergy eps a b /
        (oscillatorEnergy eps a b ^ 2 - E ^ 2)
      = E ^ 4 / (oscillatorEnergy eps a b ^ 2 - E ^ 2) ^ 2 *
        weighted eps a b (fun x => (x ^ 2 - oscillatorEnergy eps a b ^ 2) ^ 2 /
          (x ^ 3 * (x ^ 2 - E ^ 2))) := by
  have hM := moment_pos h (-3)
  have hq : oscillatorEnergy eps a b ^ 2 * moment eps a b (-3) = moment eps a b (-1) := by
    unfold oscillatorEnergy
    rw [Real.sq_sqrt (div_pos (moment_pos h _) hM).le]
    exact div_mul_cancel₀ _ hM.ne'
  have hD := (gap_pos hE hEa (oscillatorEnergy_mem h).1).ne'
  unfold dispersionEnergy
  generalize oscillatorEnergy eps a b = q at *
  have hc : ContinuousOn (fun x : ℝ => (x ^ 2 - q ^ 2) ^ 2 / (x ^ 3 * (x ^ 2 - E ^ 2)))
      (Icc a b) := ContinuousOn.div (by fun_prop) (by fun_prop) fun x hx =>
    mul_ne_zero (pow_ne_zero 3 (h.a_pos.trans_le hx.1).ne') (gap_pos hE hEa hx.1).ne'
  -- split the Kramers–Kronig kernel into a two-moment part and a square
  have hs := weighted_split h (f := fun x => x / (x ^ 2 - E ^ 2))
    (q ^ 2 * (q ^ 2 - 2 * E ^ 2) / (q ^ 2 - E ^ 2) ^ 2)
    (E ^ 2 * q ^ 4 / (q ^ 2 - E ^ 2) ^ 2) (E ^ 4 / (q ^ 2 - E ^ 2) ^ 2) hc (fun x hx => by
      have hx0 : x ≠ 0 := (h.a_pos.trans_le hx.1).ne'
      have hd := (gap_pos hE hEa hx.1).ne'
      field_simp
      ring)
  change dispersion eps a b E = _ at hs
  have halg : q ^ 2 * (q ^ 2 - 2 * E ^ 2) / (q ^ 2 - E ^ 2) ^ 2 * moment eps a b (-1)
      + E ^ 2 * q ^ 4 / (q ^ 2 - E ^ 2) ^ 2 * moment eps a b (-3)
      = moment eps a b (-1) * q * q / (q ^ 2 - E ^ 2) := by
    rw [← hq]
    field_simp
    ring
  linear_combination hs + halg

/-- For `0 ≤ E < a`, the single-oscillator formula `Ed E0/(E0² - E²)` is a lower bound on the
dispersion of an absorption band. -/
theorem single_oscillator_bound (h : AbsorptionBand eps a b) (hE : 0 ≤ E) (hEa : E < a) :
    dispersionEnergy eps a b * oscillatorEnergy eps a b /
      (oscillatorEnergy eps a b ^ 2 - E ^ 2) ≤ dispersion eps a b E := by
  rw [← sub_nonneg, single_oscillator_error h hE hEa]
  refine mul_nonneg (by positivity) (weighted_nonneg h fun x hx => ?_)
  exact div_nonneg (sq_nonneg _) (mul_nonneg (pow_nonneg (h.a_pos.le.trans hx.1) 3)
    (gap_pos hE hEa hx.1).le)

end

end SingleOscillatorDispersion
```

```lean
#print axioms SingleOscillatorDispersion.cauchy_series
-- 'SingleOscillatorDispersion.cauchy_series' depends on axioms: [propext, Classical.choice, Quot.sound]
#print axioms SingleOscillatorDispersion.single_oscillator_bound
-- 'SingleOscillatorDispersion.single_oscillator_bound' depends on axioms: [propext, Classical.choice, Quot.sound]
```

## How Lean checks the argument

**Positivity and the spacing of energies.** `gap_pos` supplies \(x^2-E^2>0\) for \(x\ge a\). It is applied to band energies and, once \(E_0\ge a\) is known, to \(E_0\) itself. `moment_pos` uses the library theorem that a continuous nonnegative integrand, positive at one point, has a positive integral. `weighted_nonneg` is the weaker statement for nonnegative weights.

**One lemma for splitting integrals.** `weighted_split` says that if a weight equals \((Ax^2+B)/x^3+C\,g(x)\) on the band, with \(g\) continuous, its integral is \(AM_{-1}+BM_{-3}\) plus \(C\) times that of \(g\). It carries out the integration step for both the location of \(E_0\) and the error formula.

**The location of \(E_0\).** In `oscillatorEnergy_mem`, the auxiliary claim `hcmp` treats weights \((sx^2+c)/x^3\), where \(s\) is now just a coefficient. The choices \(s=1,\ c=-a^2\) and \(s=-1,\ c=b^2\) give the two inequalities, and the square-root lemmas turn them into bounds on \(E_0\).

**The series.** `cauchy_series` applies dominated convergence with the bound \(a^{-1}(E/a)^{2k}C\) derived above. The three bulleted goals are measurability of each term, the bound, and the pointwise geometric sum. `hterm` then identifies each integral with \(M_{-2k-1}E^{2k}\).

**The error and the bound.** In `single_oscillator_error`, `hq` records \(E_0^2M_{-3}=M_{-1}\), after which \(E_0\) is replaced by a plain variable `q`. The bracket from the derivation is collected into powers of \(x\), which gives

\[
A=\frac{q^2(q^2-2E^2)}{(q^2-E^2)^2},\qquad B=\frac{E^2q^4}{(q^2-E^2)^2},\qquad C=\frac{E^4}{(q^2-E^2)^2},
\]

where \(C\) is now the coefficient in `weighted_split`. The tactics `field_simp` and `ring` verify the pointwise identity, and `halg` shows that the two moment terms add up to the single-oscillator formula. `single_oscillator_bound` rewrites the difference with this result and observes that every factor is nonnegative.
